# Strict inequality at every level carries over to convergent sums over a power-law density of states

Single-particle levels fill the energies `e > 0` continuously, with density of states `e^(s-1)` and no prefactor, so a sum over levels is an integral with that weight. The lemma takes two real functions of the energy, `F` and `G`, whose sums over levels both converge, and a real number `c` with `c * F e < G e` at every `e > 0`. It concludes that `c` times the sum of `F` is strictly less than the sum of `G`. The proof shows that the weighted difference has a positive integral, because it is positive on the whole half-line, which has infinite length, and then splits that integral by linearity.

Lean 4 with Mathlib refuses this proof:

```lean
import Mathlib

open MeasureTheory Set

namespace IdealGasPressure

noncomputable section

/-- Sum over single-particle levels `e > 0` with density of states `e^(s-1)`. -/
def levelSum (s : ℝ) (F : ℝ → ℝ) : ℝ := ∫ e in Ioi (0 : ℝ), e ^ (s - 1) * F e

/-- Convergence of the sum over levels with density of states `e^(s-1)`. -/
def LevelSummable (s : ℝ) (F : ℝ → ℝ) : Prop :=
  IntegrableOn (fun e : ℝ => e ^ (s - 1) * F e) (Ioi 0)

/-- If `c` times `F` is strictly below `G` at every level, and the sums of `F` and `G` over levels
converge, then `c` times the sum of `F` is strictly below the sum of `G`. -/
theorem levelSum_lt {s c : ℝ} {F G : ℝ → ℝ} (hF : LevelSummable s F)
    (hG : LevelSummable s G) (h : ∀ e, 0 < e → c * F e < G e) :
    c * levelSum s F < levelSum s G := by
  unfold LevelSummable IntegrableOn at *
  have hcF := hF.const_mul c
  have hpos : ∀ e : ℝ, 0 < e → 0 < e ^ (s - 1) * G e - c * (e ^ (s - 1) * F e) := by
    intro e he
    have h1 := mul_pos (Real.rpow_pos_of_pos he (s - 1)) (sub_pos.2 (h e he))
    linarith
  have key : 0 < ∫ e in Ioi (0 : ℝ), (e ^ (s - 1) * G e - c * (e ^ (s - 1) * F e)) := by
    rw [setIntegral_pos_iff_support_of_nonneg_ae
      ((ae_restrict_iff' measurableSet_Ioi).2 (ae_of_all _ fun e he => (hpos e he).le))
      (hG.sub hcF)]
    -- the difference is nonzero on the whole half-line
    rw [inter_eq_right.2 (fun e he => (hpos e he).ne'), Real.volume_Ioi]
    exact ENNReal.zero_lt_top
  rw [integral_sub hG hcF, integral_const_mul] at key
  unfold levelSum
  linarith

end

end IdealGasPressure
```

Compiling this gives:

```
Main.lean:32:8: error: Tactic `rewrite` failed: Did not find an occurrence of the pattern
  (fun e => e ^ (s - 1) * G e - c * (e ^ (s - 1) * F e) = 0 → False) ∩ Real.lt✝ 0
in the target expression
  0 < volume ((Function.support fun e => e ^ (s - 1) * G e - c * (e ^ (s - 1) * F e)) ∩ Ioi 0)

s c : ℝ
F G : ℝ → ℝ
hF : Integrable (fun e => e ^ (s - 1) * F e) (volume.restrict (Ioi 0))
hG : Integrable (fun e => e ^ (s - 1) * G e) (volume.restrict (Ioi 0))
h : ∀ (e : ℝ), 0 < e → c * F e < G e
hcF : Integrable (fun x => c * (x ^ (s - 1) * F x)) (volume.restrict (Ioi 0))
hpos : ∀ (e : ℝ), 0 < e → 0 < e ^ (s - 1) * G e - c * (e ^ (s - 1) * F e)
⊢ 0 < volume ((Function.support fun e => e ^ (s - 1) * G e - c * (e ^ (s - 1) * F e)) ∩ Ioi 0)
```

As a diff, the version that Lean accepts:

```diff
@@ -30,5 +30,9 @@
       (hG.sub hcF)]
     -- the difference is nonzero on the whole half-line
-    rw [inter_eq_right.2 (fun e he => (hpos e he).ne'), Real.volume_Ioi]
+    have hsub : Ioi (0 : ℝ) ⊆ Function.support
+        (fun e : ℝ => e ^ (s - 1) * G e - c * (e ^ (s - 1) * F e)) := by
+      intro e he
+      exact Function.mem_support.2 (hpos e he).ne'
+    rw [inter_eq_self_of_subset_right hsub, Real.volume_Ioi]
     exact ENNReal.zero_lt_top
   rw [integral_sub hG hcF, integral_const_mul] at key
```

Diagnosis. The message says that `rw` could not find the left side of its equation in the goal. `inter_eq_right.2` turns an inclusion of sets into an equation for their intersection, but here nothing names the two sets. Lean had to infer them from the function given as proof, before looking at the goal, and it found them in unfolded form: `Real.lt 0` for the half-line, and the predicate "`… = 0 → False`" for the support. By definition these are the sets in the goal, but the goal writes them as `Ioi 0` and `Function.support …`, and `rw` does not unfold such definitions when it searches for a pattern.

The repair first states the inclusion as `hsub`, with both sets written as in the goal. The equation built from `hsub` then has the left side that `rw` is looking for. The other changes are tidying: `inter_eq_self_of_subset_right hsub` gives the same equation as `inter_eq_right.2 hsub`, and `Function.mem_support.2` only makes explicit that being in the support means having a nonzero value.
